# Unitary invariance of overlaps, bispectrum invariance from an intertwining relation, and the determinant law for the triple product

Expand the density of neighbours around an atom in radial functions and spherical harmonics. For each angular momentum $l$ this yields coefficient vectors with $2l+1$ components, and rotating the environment multiplies each by a unitary matrix, the Wigner matrix of that $l$. Two combinations are candidates for numbers that ignore the orientation: the overlap of two vectors of equal $l$, and the bispectrum, in which two vectors are coupled by Clebsch–Gordan coefficients and projected on a third. Such combinations serve as descriptors in fitted interatomic potentials; the results below treat finite coefficient vectors and take the transformation law of the coupling coefficients as a condition on given matrices, without constructing Wigner matrices or Clebsch–Gordan coefficients.

## Coefficient vectors and their couplings

The finite types `m`, `n`, `p` label the components of three vectors $c_1, c_2, c_3$; in the application they have $2l_1+1$, $2l_2+1$, $2l_3+1$ elements, but any finite size is allowed. The type `q` is a spare column index.

In Lean 4 with Mathlib:

```lean
import Mathlib

open Matrix
open scoped Kronecker

namespace BispectrumInvariants

noncomputable section

variable {m n p q : Type*} [Fintype m] [Fintype n] [Fintype p] [Fintype q]
```

The overlap is $\langle a,b\rangle=\sum_i \overline{a_i}\,b_i$, conjugate-linear in the first slot.

```lean
/-- The overlap `⟨a, b⟩` of two coefficient vectors, conjugate-linear in `a`. -/
def braket (a b : p → ℂ) : ℂ := star a ⬝ᵥ b
```

The uncoupled product has components $(c_1\otimes c_2)_{(j,k)}=(c_1)_j\,(c_2)_k$, indexed by pairs.

```lean
/-- The uncoupled product vector `c₁ ⊗ c₂`, with components `c₁ j * c₂ k`. -/
def tensor (c₁ : m → ℂ) (c₂ : n → ℂ) : m × n → ℂ := fun jk => c₁ jk.1 * c₂ jk.2
```

A coupling matrix $C$ has rows in `p` and columns in `m × n`. It defines
$$B_C(c_1,c_2,c_3)=\langle c_3,\,C(c_1\otimes c_2)\rangle=\sum_{i,j,k}\overline{(c_3)_i}\;C_{i,(j,k)}\,(c_1)_j\,(c_2)_k .$$

```lean
/-- The bispectrum `⟨c₃, C (c₁ ⊗ c₂)⟩` built with the coupling matrix `C`. -/
def bispectrum (C : Matrix p (m × n) ℂ) (c₁ : m → ℂ) (c₂ : n → ℂ) (c₃ : p → ℂ) : ℂ :=
  braket c₃ (C *ᵥ tensor c₁ c₂)
```

For $l=1$ the Cartesian basis is used, with indices $0,1,2$ for $x,y,z$, so that a rotation acts by its own real $3\times3$ matrix. The quantity of interest is $a\cdot(b\times c)$.

```lean
/-- The triple product `a · (b × c)` of three real `l = 1` (Cartesian) vectors. -/
def triple (a b c : Fin 3 → ℝ) : ℝ := a ⬝ᵥ (b ⨯₃ c)
```

Its coupling matrix is the Levi-Civita symbol $\varepsilon_{i,(j,k)}=\varepsilon_{ijk}$ with $\varepsilon_{012}=+1$. Each row has two entries of modulus one, so the coupling with normalised rows is $\varepsilon/\sqrt2$, and it would give the triple product divided by $\sqrt2$.

```lean
/-- The Levi-Civita symbol `ε i j k` as a coupling matrix with row `i` and column `(j, k)`. -/
def leviCivita : Matrix (Fin 3) (Fin 3 × Fin 3) ℂ :=
  Matrix.of fun i jk =>
    (![!![0, 0, 0; 0, 0, 1; 0, -1, 0], !![0, 0, -1; 0, 0, 0; 1, 0, 0],
      !![0, 1, 0; -1, 0, 0; 0, 0, 0]] : Fin 3 → Matrix (Fin 3) (Fin 3) ℂ) i jk.1 jk.2
```

The quarter turn $Q$ sends $(x,y,z)$ to $(-y,x,z)$; it is stored with complex entries to match $C$.

```lean
/-- The rotation by a quarter turn about the `z` axis. -/
def quarterTurn : Matrix (Fin 3) (Fin 3) ℂ := !![0, -1, 0; 1, 0, 0; 0, 0, 1]
```

## Three identities of matrix algebra

Let $D_1$ and $D_2$ be square matrices acting on $c_1$ and $c_2$. Their Kronecker product has entries $(D_1\otimes D_2)_{(i,j),(a,b)}=(D_1)_{ia}(D_2)_{jb}$, where $a,b$ are here summation indices, and the double sum factorises:
$$\sum_{a,b}(D_1)_{ia}(D_2)_{jb}(c_1)_a(c_2)_b=\Big(\sum_a (D_1)_{ia}(c_1)_a\Big)\Big(\sum_b (D_2)_{jb}(c_2)_b\Big).$$
Thus $(D_1\otimes D_2)(c_1\otimes c_2)=D_1c_1\otimes D_2c_2$. In the proof `Fintype.sum_prod_type` splits the sum over pairs, `Finset.sum_mul_sum` multiplies out the right side, and `ring` compares the terms.

```lean
/-- The Kronecker product `D₁ ⊗ D₂` acting on `c₁ ⊗ c₂` gives `D₁ c₁ ⊗ D₂ c₂`. -/
theorem kron_mulVec_tensor (D₁ : Matrix m m ℂ) (D₂ : Matrix n n ℂ) (c₁ : m → ℂ) (c₂ : n → ℂ) :
    (D₁ ⊗ₖ D₂) *ᵥ tensor c₁ c₂ = tensor (D₁ *ᵥ c₁) (D₂ *ᵥ c₂) := by
  ext ⟨i, j⟩
  simp only [mulVec, dotProduct, tensor, kroneckerMap_apply, Fintype.sum_prod_type,
    Finset.sum_mul_sum]
  exact Finset.sum_congr rfl fun a _ => Finset.sum_congr rfl fun b _ => by ring
```

For a square matrix $D$ and vectors $a,x$, writing $\dagger$ for the conjugate transpose (`Dᴴ`), $\langle Da,x\rangle=(Da)^\dagger x=a^\dagger D^\dagger x=\langle a,D^\dagger x\rangle$. The second equality is `star_mulVec` and the regrouping is `dotProduct_mulVec`.

```lean
/-- A matrix moves from the bra to the ket as its adjoint: `⟨D a, x⟩ = ⟨a, D† x⟩`. -/
theorem braket_adjoint (D : Matrix p p ℂ) (a x : p → ℂ) :
    braket (D *ᵥ a) x = braket a (Dᴴ *ᵥ x) := by
  unfold braket
  rw [star_mulVec]
  exact (dotProduct_mulVec _ _ _).symm
```

Let $e_i$ be the vector with $1$ in slot $i$ and $0$ elsewhere, `Pi.single i 1`. It is real (`hs`), so $\langle e_i,Me_j\rangle=M_{ij}$ for any matrix $M$, square or not.

```lean
/-- Between basis vectors the overlap `⟨eᵢ, M eⱼ⟩` is the matrix element `M i j`. -/
theorem braket_basis [DecidableEq p] [DecidableEq q] (M : Matrix p q ℂ) (i : p) (j : q) :
    braket (Pi.single i 1) (M *ᵥ Pi.single j 1) = M i j := by
  have hs : star (Pi.single i 1 : p → ℂ) = Pi.single i 1 := by
    ext x
    by_cases h : x = i <;> simp [h]
  unfold braket
  rw [hs, single_dotProduct, one_mul]
  show (fun x => M i x) ⬝ᵥ Pi.single j 1 = _
  simp [dotProduct_single]
```

## Overlaps are preserved exactly by unitary matrices

Moving $D$ across gives $\langle Da,Db\rangle=\langle a,D^\dagger D\,b\rangle$. If $D^\dagger D=1$ this is $\langle a,b\rangle$. Conversely, if all overlaps are preserved, the choice $a=e_i$, $b=e_j$ gives $(D^\dagger D)_{ij}=\langle e_i,e_j\rangle=\delta_{ij}$. Membership in `unitaryGroup p ℂ` is first rewritten as $D^\dagger D=1$, which for a finite square matrix is equivalent to unitarity; the two branches then follow the two arguments, with `h1` the test on basis vectors.

```lean
/-- All overlaps `⟨a, b⟩` are unchanged under `a ↦ D a`, `b ↦ D b` exactly when `D` is
unitary. -/
theorem overlap_invariant_iff [DecidableEq p] (D : Matrix p p ℂ) :
    D ∈ unitaryGroup p ℂ ↔ ∀ a b : p → ℂ, braket (D *ᵥ a) (D *ᵥ b) = braket a b := by
  rw [mem_unitaryGroup_iff', star_eq_conjTranspose]
  constructor
  · intro h a b
    rw [braket_adjoint, mulVec_mulVec, h, one_mulVec]
  · intro h
    ext i j
    -- test the invariance on basis vectors
    have h1 := h (Pi.single i 1) (Pi.single j 1)
    rw [braket_adjoint, mulVec_mulVec, braket_basis] at h1
    rw [h1, ← braket_basis (1 : Matrix p p ℂ) i j, one_mulVec]
```

## The bispectrum and the intertwining relation

Let $D_3$ act on $c_3$. With no condition on any matrix,
$$\langle D_3c_3,\,C(D_1c_1\otimes D_2c_2)\rangle=\langle c_3,\,D_3^\dagger\,C\,(D_1\otimes D_2)(c_1\otimes c_2)\rangle ,$$
by the adjoint rule and then the Kronecker rule read backwards. Transforming the vectors therefore amounts to replacing $C$ by $C'=D_3^\dagger C(D_1\otimes D_2)$.

```lean
/-- Transforming `c₁, c₂, c₃` by `D₁, D₂, D₃` is the same as replacing the coupling matrix `C`
by `D₃† C (D₁ ⊗ D₂)`. -/
theorem bispectrum_transform (C : Matrix p (m × n) ℂ) (D₁ : Matrix m m ℂ) (D₂ : Matrix n n ℂ)
    (D₃ : Matrix p p ℂ) (c₁ : m → ℂ) (c₂ : n → ℂ) (c₃ : p → ℂ) :
    bispectrum C (D₁ *ᵥ c₁) (D₂ *ᵥ c₂) (D₃ *ᵥ c₃)
      = bispectrum (D₃ᴴ * (C * (D₁ ⊗ₖ D₂))) c₁ c₂ c₃ := by
  unfold bispectrum
  rw [braket_adjoint, ← kron_mulVec_tensor, mulVec_mulVec, mulVec_mulVec, Matrix.mul_assoc]
```

The relation $C(D_1\otimes D_2)=D_3C$ says that rotating the two factors and then coupling gives the same vector as coupling and then rotating, which is what it means for $C$ to pick out a part of the product that transforms like $c_3$. If it holds and $D_3$ is unitary, $C'=D_3^\dagger D_3C=C$ and the bispectrum is unchanged. Conversely, suppose it is unchanged for all $c_1,c_2,c_3$. Since $e_j\otimes e_k=e_{(j,k)}$, the choice $c_1=e_j$, $c_2=e_k$, $c_3=e_i$ gives $C'_{i,(j,k)}=C_{i,(j,k)}$, and then
$$C(D_1\otimes D_2)=D_3D_3^\dagger\,C(D_1\otimes D_2)=D_3C'=D_3C .$$
The forward branch uses `hl`, the equation $D_3^\dagger D_3=1$. In the other branch `ht` is the product of basis vectors, `key` is $C'=C$, and the closing `calc` is the display above, using `hr`.

```lean
/-- For unitary `D₃`, the relation `C (D₁ ⊗ D₂) = D₃ C` holds exactly when the bispectrum is
unchanged under `c₁ ↦ D₁ c₁`, `c₂ ↦ D₂ c₂`, `c₃ ↦ D₃ c₃` for all `c₁, c₂, c₃`. -/
theorem bispectrum_invariant_iff [DecidableEq p] (C : Matrix p (m × n) ℂ) (D₁ : Matrix m m ℂ)
    (D₂ : Matrix n n ℂ) (D₃ : Matrix p p ℂ) (hU : D₃ ∈ unitaryGroup p ℂ) :
    C * (D₁ ⊗ₖ D₂) = D₃ * C ↔
      ∀ (c₁ : m → ℂ) (c₂ : n → ℂ) (c₃ : p → ℂ),
        bispectrum C (D₁ *ᵥ c₁) (D₂ *ᵥ c₂) (D₃ *ᵥ c₃) = bispectrum C c₁ c₂ c₃ := by
  classical
  have hl : D₃ᴴ * D₃ = 1 := mem_unitaryGroup_iff'.mp hU
  have hr : D₃ * D₃ᴴ = 1 := mem_unitaryGroup_iff.mp hU
  constructor
  · intro h c₁ c₂ c₃
    -- D₃† C (D₁ ⊗ D₂) = D₃† D₃ C = C
    rw [bispectrum_transform, h, ← Matrix.mul_assoc, hl, Matrix.one_mul]
  · intro h
    have key : D₃ᴴ * (C * (D₁ ⊗ₖ D₂)) = C := by
      ext i ⟨j, k⟩
      -- the product of two basis vectors is a basis vector of the product space
      have ht : tensor (Pi.single j 1) (Pi.single k 1) = Pi.single (j, k) 1 := by
        ext ⟨x, y⟩
        by_cases hx : x = j <;> by_cases hy : y = k <;>
          simp [tensor, hx, hy]
      have h1 := h (Pi.single j 1) (Pi.single k 1) (Pi.single i 1)
      rw [bispectrum_transform] at h1
      unfold bispectrum at h1
      rw [ht, braket_basis, braket_basis] at h1
      exact h1
    calc C * (D₁ ⊗ₖ D₂) = (D₃ * D₃ᴴ) * (C * (D₁ ⊗ₖ D₂)) := by rw [hr, Matrix.one_mul]
      _ = D₃ * C := by rw [Matrix.mul_assoc, key]
```

The only hypothesis is `hU`, unitarity of $D_3$, which expresses that a rotation preserves overlaps in the third space; $D_1$ and $D_2$ are arbitrary. The statement concerns one triple of matrices at a time, so invariance under all rotations requires the relation for each of them. The converse assumes invariance for all independently chosen $c_1,c_2,c_3$ and is not stated for vectors tied to one density. Some ties do break it: with $C=\varepsilon$, $D_1=D_2=D_3=-1$ and $c_1=c_2$ imposed, the bispectrum is always zero by antisymmetry and hence unchanged, while $C(D_1\otimes D_2)=\varepsilon$ differs from $D_3C=-\varepsilon$.

## The Levi-Civita coupling for $l=1$

The relation is satisfied by $C=0$, and by any $C$ when all $D$ are identities. A case with content is $C=\varepsilon$, $D_1=D_2=D_3=Q$. Since $\varepsilon(b\otimes c)=b\times c$, column $(j,k)$ of the relation reads $Qe_j\times Qe_k=Q(e_j\times e_k)$. With $Qe_0=e_1$, $Qe_1=-e_0$, $Qe_2=e_2$,
$$e_1\times(-e_0)=e_2=Qe_2,\qquad (-e_0)\times e_2=e_1=Qe_0,\qquad e_2\times e_1=-e_0=Qe_1$$
for $(j,k)=(0,1),(1,2),(2,0)$. Swapping $j$ and $k$ flips both signs, and $j=k$ gives zero. The proof runs `fin_cases` through the 9 entries of $QQ^\dagger=1$ and the 27 entries of the relation; $Q_{00}=0$ shows $Q\neq1$, and $\varepsilon_{0,(1,2)}=1$ shows $\varepsilon\neq0$. The matrix relation is established for this one rotation.

```lean
/-- The quarter turn about `z` is unitary and not the identity, and the non-zero Levi-Civita
matrix `ε` obeys `ε (R ⊗ R) = R ε` for it. -/
theorem coupling_witness :
    quarterTurn ∈ unitaryGroup (Fin 3) ℂ ∧
      leviCivita * (quarterTurn ⊗ₖ quarterTurn) = quarterTurn * leviCivita ∧
      quarterTurn ≠ 1 ∧ leviCivita ≠ 0 := by
  refine ⟨?_, ?_, ?_, ?_⟩
  · rw [mem_unitaryGroup_iff, star_eq_conjTranspose]
    ext i j
    fin_cases i <;> fin_cases j <;>
      simp [quarterTurn, Matrix.mul_apply, Fin.sum_univ_three, conjTranspose_apply]
  · ext i ⟨j, k⟩
    fin_cases i <;> fin_cases j <;> fin_cases k <;>
      simp [quarterTurn, leviCivita, Matrix.mul_apply, Fintype.sum_prod_type,
        Fin.sum_univ_three, kroneckerMap_apply]
  · intro h
    have h1 := congrFun (congrFun h 0) 0
    simp [quarterTurn] at h1
  · intro h
    have h1 := congrFun (congrFun h 0) (1, 2)
    simp [leviCivita] at h1
```

For real $a,b,c$ conjugation does nothing, and $B_\varepsilon(b,c,a)=\sum_{i,j,k}a_i\,\varepsilon_{ijk}\,b_j c_k=a\cdot(b\times c)$. The vector $a$ occupies the bra, the last argument of `bispectrum`. Both sides expand to the same six terms.

```lean
/-- On real vectors the bispectrum with the Levi-Civita coupling matrix is the triple
product `a · (b × c)`. -/
theorem bispectrum_leviCivita (a b c : Fin 3 → ℝ) :
    bispectrum leviCivita (fun i => (b i : ℂ)) (fun i => (c i : ℂ)) (fun i => (a i : ℂ))
      = (triple a b c : ℂ) := by
  simp [bispectrum, braket, tensor, leviCivita, mulVec, dotProduct, Fintype.sum_prod_type,
    Fin.sum_univ_three, triple, cross_apply]
  ring
```

## The factor $\det R$

Let $[a\,b\,c]$ be the matrix with columns $a,b,c$. Then $a\cdot(b\times c)=\det[a\,b\,c]$, and for any real $3\times3$ matrix $R$,
$$Ra\cdot(Rb\times Rc)=\det[Ra\;Rb\;Rc]=\det\big(R\,[a\,b\,c]\big)=\det R\;\,a\cdot(b\times c).$$
Orthogonality plays no part. The proof checks the outer equality directly: `h` writes the triple product in components, `det_fin_three` expands $\det R$, and `ring` confirms the polynomial identity in the nine entries of $R$ and the nine components.

```lean
/-- Applying any real `3 × 3` matrix `R` to all three vectors multiplies the triple product
by `det R`. -/
theorem triple_mulVec (R : Matrix (Fin 3) (Fin 3) ℝ) (a b c : Fin 3 → ℝ) :
    triple (R *ᵥ a) (R *ᵥ b) (R *ᵥ c) = R.det * triple a b c := by
  have h : ∀ x y z : Fin 3 → ℝ, triple x y z =
      x 0 * (y 1 * z 2 - y 2 * z 1) + x 1 * (y 2 * z 0 - y 0 * z 2)
        + x 2 * (y 0 * z 1 - y 1 * z 0) := by
    intro x y z
    exact Fin.sum_univ_three (fun i => x i * (y ⨯₃ z) i)
  -- both sides are now polynomials in the components
  rw [h, h, det_fin_three]
  simp only [mulVec, dotProduct, Fin.sum_univ_three]
  ring
```

If $R^{\mathsf T}R=1$, the hypothesis `hR`, then $R$ preserves lengths and angles, and taking determinants gives $1=\det R^{\mathsf T}\det R=(\det R)^2$, which is `hd`. Hence $\det R=1$ and every triple product is unchanged, or $\det R=-1$ and every triple product changes sign; `mul_self_eq_one_iff` supplies the two cases. The first case is that of the proper rotations, the second that of the improper ones, which include reflections and inversion. For real Cartesian $l=1$ vectors that all transform with $R$ itself, this bispectrum is therefore a pseudoscalar: where it is non-zero, it takes opposite values on an environment and on its mirror image.

```lean
/-- For orthogonal `R`, either `det R = 1` and every triple product is unchanged, or
`det R = -1` and every triple product changes sign. -/
theorem triple_orthogonal (R : Matrix (Fin 3) (Fin 3) ℝ) (hR : Rᵀ * R = 1) :
    (R.det = 1 ∧ ∀ a b c, triple (R *ᵥ a) (R *ᵥ b) (R *ᵥ c) = triple a b c) ∨
      (R.det = -1 ∧ ∀ a b c, triple (R *ᵥ a) (R *ᵥ b) (R *ᵥ c) = -triple a b c) := by
  have hd := congrArg Matrix.det hR
  rw [det_mul, det_transpose, det_one] at hd
  rcases mul_self_eq_one_iff.mp hd with h | h
  · exact Or.inl ⟨h, fun a b c => by rw [triple_mulVec, h, one_mul]⟩
  · exact Or.inr ⟨h, fun a b c => by rw [triple_mulVec, h, neg_one_mul]⟩

end

end BispectrumInvariants
```

```lean
#print axioms BispectrumInvariants.overlap_invariant_iff
#print axioms BispectrumInvariants.bispectrum_invariant_iff
#print axioms BispectrumInvariants.bispectrum_leviCivita
#print axioms BispectrumInvariants.triple_orthogonal
```

```
'BispectrumInvariants.overlap_invariant_iff' depends on axioms: [propext, Classical.choice, Quot.sound]
'BispectrumInvariants.bispectrum_invariant_iff' depends on axioms: [propext, Classical.choice, Quot.sound]
'BispectrumInvariants.bispectrum_leviCivita' depends on axioms: [propext, Classical.choice, Quot.sound]
'BispectrumInvariants.triple_orthogonal' depends on axioms: [propext, Classical.choice, Quot.sound]
```
